# The Evjen half-charge rule for an alternating one-dimensional lattice sum

## Physical setting

A Coulomb sum over an ionic chain, cut off after finitely many neighbours, converges badly: the truncated values jump alternately above and below the limit, and after a thousand shells the error is still about five parts in ten thousand of the nearest-neighbour term. Counting the next shell with half its charge removes most of the oscillation, but without a bound one does not know how far the corrected value is from the limit.

Take point charges $\pm q$ alternating along a line with spacing $r$, and single out one ion. Shell $n \ge 1$ consists of the two ions at distance $nr$, whose charge is $(-1)^n$ times that of the central ion. With $\varepsilon_0$ the vacuum permittivity, the interaction energy of the central ion with the first $N$ shells is $-\dfrac{2q^2}{4\pi\varepsilon_0 r}\,S_N$, where

$$S_N = a_1 - a_2 + \dots + (-1)^{N+1}a_N = \sum_{n=0}^{N-1} (-1)^n a_{n+1}, \qquad a_n = \frac1n .$$

The cluster made of the central ion and $N$ full shells has net charge $\pm q$. Adding shell $N+1$ with both charges halved makes it neutral, and replaces $S_N$ by the Evjen sum

$$E_N = S_N + (-1)^N \frac{a_{N+1}}{2}.$$

Fractional boundary charges of this kind appear in direct lattice sums and in point-charge surroundings for cluster calculations of ionic solids, and the bound below controls the error they leave in the interaction energy of the central ion of a one-dimensional alternating chain of fixed classical point charges. It does not cover the potential at other sites of the cluster. Evjen's construction for a cubic crystal weights faces, edges and corners by $1/2$, $1/4$ and $1/8$; on a line only the factor $1/2$ at the two ends survives, and that is the case treated.

## Statement

Let $a_1, a_2, \dots$ be arbitrary real shell magnitudes, with $S_N$ and $E_N$ defined as above, and let $d_n = a_{n+1} - a_{n+2}$ for $n \ge 0$. "Decreasing" always allows equality.

Fix $N \ge 0$. Suppose that $d_{n+1} \le d_n$ for all $n \ge N$ and that the partial sums $S_n$ tend to a real number $S$ as $n \to \infty$. Then

$$0 \le (-1)^N (S - E_N) \le \frac{d_N}{2}, \qquad \left| S - S_N - (-1)^N \frac{a_{N+1}}{2} \right| \le \frac{a_{N+1} - a_{N+2}}{2}.$$

If $d_{n+1} \le d_n$ for every $n \ge 0$ and $a_n \to 0$, the limit $S$ exists and $|S - E_N| \le d_N/2$ for every $N$. For $a_n = 1/n$ this reads $|S - E_N| \le \dfrac{1}{2(N+1)(N+2)}$. For each $N$ the ramp $a_n = \max(N+2-n,\,0)$ satisfies all these conditions and attains equality, both sides being $1/2$.

The left inequality rearranges to $(-1)^N(S - S_N) \ge a_{N+1}/2$. For the Coulomb chain plain truncation therefore errs by at least $1/(2(N+1))$, while the half charge brings the error down to order $1/N^2$.

In the smallest case $N = 0$ the sum $S_0$ is empty, $E_0 = a_1/2$, and the signed bound says $a_1/2 \le S \le a_1 - a_2/2$. For $a_n = 1/n$ this is $1/2 \le S \le 3/4$.

## Derivation

Step 1, a lemma on alternating increments. Let $E_n$ be any sequence with $E_n \to S$ and $E_{n+1} - E_n = (-1)^n e_n$, where $e_{n+1} \le e_n$ for $n \ge N$. Put $s = (-1)^N$, so that $s^2 = 1$, $(-1)^{N+2k} = s$ and $(-1)^{N+2k+1} = -s$ for every $k \ge 0$. Two consecutive increments give

$$s\,(E_{N+2k+2} - E_{N+2k}) = s\,(s\,e_{N+2k} - s\,e_{N+2k+1}) = e_{N+2k} - e_{N+2k+1} \ge 0 .$$

Starting from $s(E_N - E_N) = 0$ and adding pair after pair, $s(E_{N+2k} - E_N) \ge 0$ for all $k$. The subsequence $E_{N+2k}$ tends to $S$, so $s(S - E_N) \ge 0$. The assumptions also hold with $N+1$ in place of $N$, where the sign is $-s$ and $E_{N+1} = E_N + s\,e_N$:

$$0 \le -s\,(S - E_{N+1}) = -s\,(S - E_N) + s^2 e_N = e_N - s\,(S - E_N).$$

Hence $0 \le s(S - E_N) \le e_N$.

Step 2, the Evjen sums have the same limit. Since $S_{N+1} = S_N + (-1)^N a_{N+1}$, we have $E_N = (S_N + S_{N+1})/2$, and both terms tend to $S$.

Step 3, the increments.

$$E_{n+1} - E_n = (-1)^n a_{n+1} + (-1)^{n+1}\frac{a_{n+2}}{2} - (-1)^n \frac{a_{n+1}}{2} = (-1)^n \frac{d_n}{2}.$$

Step 4. Take $e_n = d_n/2$ in step 1, which yields the signed bound. Because $s = \pm 1$, the number $S - E_N$ lies in $[0, d_N/2]$ or in $[-d_N/2, 0]$, and the absolute bound follows.

Step 5, existence. If $a_n \to 0$ then $d_m \to 0$. For $m \ge n$ we have $d_m \le d_n$, and letting $m \to \infty$ gives $d_n \ge 0$, so $a_{n+2} \le a_{n+1}$. The magnitudes decrease to zero and the alternating series test supplies $S$.

Coulomb case. Here $d_n = \frac{1}{n+1} - \frac{1}{n+2} = \frac{1}{(n+1)(n+2)}$, which decreases because $(n+1)(n+2) \le (n+2)(n+3)$, and $d_N/2$ is the stated bound.

Ramp. Here $d_n = 1$ for $n \le N$ and $d_n = 0$ for $n \ge N+1$, with $a_{N+1} = 1$ and $a_n = 0$ for $n \ge N+2$. The partial sums are constant from $S_{N+1}$ on, so $S = S_{N+1} = S_N + (-1)^N$, and $S - E_N = (-1)^N/2$. Both the error and $d_N/2$ equal $1/2$.

## What the formal version assumes

The magnitudes are a function `a : ℕ → ℝ`. The definition `partialSum a N` sums `(-1) ^ n * a (n + 1)` over `range N`, that is over $n = 0, \dots, N-1$, and is $S_N$; `evjenSum a N` is $E_N$. The value `a 0` enters neither sum and does not affect a limit, so the fact that `coulomb 0` is $1/0$, which Lean sets to $0$, plays no part. The prefactor $-2q^2/(4\pi\varepsilon_0 r)$ is absent: charges, positions and energies are not modelled, and the link between $a_n$ and a chain of ions is the identification made in the physical setting.

The hypothesis `hconv` is $d_{n+1} \le d_n$ written out, equivalently $a_{n+1} - 2a_{n+2} + a_{n+3} \ge 0$, a discrete convexity. In `evjen_signed_error` and `evjen_half_charge` it is needed only for $n \ge N$, so the first $N$ shells are unrestricted. The hypothesis `hS`, `Tendsto (partialSum a) atTop (𝓝 S)`, is convergence of the partial sums taken shell by shell in order of distance. For a conditionally convergent series such as the Coulomb one that order is part of the statement, and nothing is said about other orders. These two theorems assume convergence and do not list $a_n \to 0$ or decrease of $a_n$ as separate hypotheses. Both follow from what is assumed: convergence of $S_n$ forces $a_n \to 0$, and the argument of step 5 then gives $a_{n+2} \le a_{n+1}$ for $n \ge N$. The theorem `exists_limit_evjen` takes `hconv` for all $n$ together with `ha`, which is $a_n \to 0$, and derives convergence; its conclusion is the absolute bound at every $N$.

The theorem `evjen_coulomb` produces a limit $S$ without evaluating it. The theorem `evjen_sharp` uses a different sequence `ramp N` for each $N$: it shows that the factor $1/2$ is attained within the whole class of admissible sequences, and says nothing on how close the Coulomb error comes to its own bound.

Convexity does real work. Take $a_1 = a_2 = 1$ and $a_n = 0$ for $n \ge 3$, which decreases to zero and has $S = 0$. At $N = 0$ the Evjen sum is $E_0 = 1/2$, so the error is $1/2$, while the bound $d_0/2$ is $0$; `hconv` fails because $d_1 = 1 > d_0 = 0$. This example, the neutrality count and the familiar value $S = \ln 2$ for the Coulomb chain rest on ordinary reasoning and were not passed through Lean.

## The file

```lean
import Mathlib

open Filter Topology Finset

namespace EvjenHalfCharge

noncomputable section

/-- Partial lattice sum over the first `N` shells of alternating sign,
`S_N = a_1 - a_2 + ... + (-1)^(N+1) a_N`. -/
def partialSum (a : ℕ → ℝ) (N : ℕ) : ℝ := ∑ n ∈ range N, (-1) ^ n * a (n + 1)

/-- Evjen sum: the first `N` shells in full, plus shell `N + 1` with half its charge. -/
def evjenSum (a : ℕ → ℝ) (N : ℕ) : ℝ := partialSum a N + (-1) ^ N * a (N + 1) / 2

/-- Coulomb shell magnitude `1 / n` of a unit charge at distance `n`. -/
def coulomb (n : ℕ) : ℝ := 1 / (n : ℝ)

/-- Shell magnitudes falling linearly to zero at shell `N + 2` and vanishing beyond. -/
def ramp (N n : ℕ) : ℝ := max ((N : ℝ) + 2 - n) 0

/-- If a convergent sequence has increments `(-1)^n e_n` with `e` decreasing from `N` on,
then `(-1)^N` times the remainder after step `N` is nonnegative. -/
theorem alternating_tail_nonneg (E e : ℕ → ℝ) (S : ℝ) (N : ℕ)
    (hstep : ∀ n, E (n + 1) - E n = (-1) ^ n * e n)
    (hmono : ∀ n, N ≤ n → e (n + 1) ≤ e n) (hlim : Tendsto E atTop (𝓝 S)) :
    0 ≤ (-1) ^ N * (S - E N) := by
  have hs : (-1 : ℝ) ^ N * (-1) ^ N = 1 := by
    rw [← mul_pow]; norm_num
  -- increments are grouped in pairs, each pair times `(-1)^N` being nonnegative
  have key : ∀ k, 0 ≤ (-1 : ℝ) ^ N * (E (N + 2 * k) - E N) := by
    intro k
    induction k with
    | zero => simp
    | succ k ih =>
      have h1 := hstep (N + 2 * k)
      have h2 := hstep (N + 2 * k + 1)
      have h3 := hmono (N + 2 * k) (by omega)
      have hp : (-1 : ℝ) ^ (N + 2 * k) = (-1) ^ N := by
        rw [pow_add, pow_mul]; norm_num
      rw [pow_succ, hp] at h2
      rw [hp] at h1
      have hidx : N + 2 * (k + 1) = N + 2 * k + 1 + 1 := by ring
      rw [hidx]
      have h4 : (-1 : ℝ) ^ N * (E (N + 2 * k + 1 + 1) - E N)
          = (-1) ^ N * (E (N + 2 * k) - E N) + (e (N + 2 * k) - e (N + 2 * k + 1)) := by
        linear_combination (-1) ^ N * h1 + (-1) ^ N * h2
          + (e (N + 2 * k) - e (N + 2 * k + 1)) * hs
      linarith
  have hsub : Tendsto (fun k : ℕ => N + 2 * k) atTop atTop :=
    tendsto_atTop_mono (f := id) (fun k => by simp only [id]; omega) tendsto_id
  exact ge_of_tendsto' (((hlim.comp hsub).sub_const (E N)).const_mul ((-1) ^ N))
    (fun k => key k)

/-- Under the same conditions `(-1)^N` times the remainder after step `N` lies between
`0` and `e_N`. -/
theorem alternating_tail_bounds (E e : ℕ → ℝ) (S : ℝ) (N : ℕ)
    (hstep : ∀ n, E (n + 1) - E n = (-1) ^ n * e n)
    (hmono : ∀ n, N ≤ n → e (n + 1) ≤ e n) (hlim : Tendsto E atTop (𝓝 S)) :
    0 ≤ (-1) ^ N * (S - E N) ∧ (-1) ^ N * (S - E N) ≤ e N := by
  refine ⟨alternating_tail_nonneg E e S N hstep hmono hlim, ?_⟩
  -- the upper bound at `N` is the sign statement at `N + 1`
  have h := alternating_tail_nonneg E e S (N + 1) hstep
    (fun n hn => hmono n (by omega)) hlim
  have hs : (-1 : ℝ) ^ N * (-1) ^ N = 1 := by
    rw [← mul_pow]; norm_num
  have h1 := hstep N
  rw [pow_succ] at h
  have h2 : (-1 : ℝ) ^ N * -1 * (S - E (N + 1)) = e N - (-1) ^ N * (S - E N) := by
    linear_combination (-1) ^ N * h1 + e N * hs
  linarith

/-- The Evjen sum is the mean of two consecutive partial sums. -/
theorem evjen_eq_average (a : ℕ → ℝ) (N : ℕ) :
    evjenSum a N = (partialSum a N + partialSum a (N + 1)) / 2 := by
  simp only [evjenSum, partialSum, Finset.sum_range_succ]
  ring

/-- Adding one shell changes the Evjen sum by `(-1)^n (a_(n+1) - a_(n+2)) / 2`. -/
theorem evjen_step (a : ℕ → ℝ) (n : ℕ) :
    evjenSum a (n + 1) - evjenSum a n = (-1) ^ n * ((a (n + 1) - a (n + 2)) / 2) := by
  have h : n + 1 + 1 = n + 2 := rfl
  simp only [evjenSum, partialSum, Finset.sum_range_succ, h]
  ring

/-- If the partial sums tend to `S`, so do the Evjen sums. -/
theorem tendsto_evjen (a : ℕ → ℝ) (S : ℝ) (hS : Tendsto (partialSum a) atTop (𝓝 S)) :
    Tendsto (evjenSum a) atTop (𝓝 S) := by
  have h := (hS.add (hS.comp (tendsto_add_atTop_nat 1))).div_const 2
  have e : (S + S) / 2 = S := by ring
  rw [e] at h
  exact h.congr (fun n => (evjen_eq_average a n).symm)

/-- If the partial sums tend to `S` and the differences `a_(n+1) - a_(n+2)` decrease for
`n ≥ N`, then `(-1)^N (S - E_N)` lies between `0` and `(a_(N+1) - a_(N+2)) / 2`. -/
theorem evjen_signed_error (a : ℕ → ℝ) (S : ℝ) (N : ℕ)
    (hconv : ∀ n, N ≤ n → a (n + 2) - a (n + 3) ≤ a (n + 1) - a (n + 2))
    (hS : Tendsto (partialSum a) atTop (𝓝 S)) :
    0 ≤ (-1) ^ N * (S - evjenSum a N) ∧
      (-1) ^ N * (S - evjenSum a N) ≤ (a (N + 1) - a (N + 2)) / 2 := by
  refine alternating_tail_bounds (evjenSum a) (fun n => (a (n + 1) - a (n + 2)) / 2) S N
    (evjen_step a) (fun n hn => ?_) (tendsto_evjen a S hS)
  have h := hconv n hn
  show (a (n + 2) - a (n + 3)) / 2 ≤ (a (n + 1) - a (n + 2)) / 2
  linarith

/-- Evjen half-charge rule: if the partial sums tend to `S` and the differences
`a_(n+1) - a_(n+2)` decrease for `n ≥ N`, then adding half of shell `N + 1` to `S_N` leaves
an error of at most `(a_(N+1) - a_(N+2)) / 2`. -/
theorem evjen_half_charge (a : ℕ → ℝ) (S : ℝ) (N : ℕ)
    (hconv : ∀ n, N ≤ n → a (n + 2) - a (n + 3) ≤ a (n + 1) - a (n + 2))
    (hS : Tendsto (partialSum a) atTop (𝓝 S)) :
    |S - partialSum a N - (-1) ^ N * a (N + 1) / 2| ≤ (a (N + 1) - a (N + 2)) / 2 := by
  obtain ⟨h0, h1⟩ := evjen_signed_error a S N hconv hS
  unfold evjenSum at h0 h1
  rw [abs_le]
  rcases neg_one_pow_eq_or ℝ N with h | h
  · rw [h] at h0 h1 ⊢
    constructor <;> linarith
  · rw [h] at h0 h1 ⊢
    constructor <;> linarith

/-- If the shell magnitudes tend to zero and their differences decrease, the partial sums
have a limit `S`, and the half-charge error bound holds for every `N`. -/
theorem exists_limit_evjen (a : ℕ → ℝ)
    (hconv : ∀ n, a (n + 2) - a (n + 3) ≤ a (n + 1) - a (n + 2))
    (ha : Tendsto a atTop (𝓝 0)) :
    ∃ S, Tendsto (partialSum a) atTop (𝓝 S) ∧
      ∀ N, |S - evjenSum a N| ≤ (a (N + 1) - a (N + 2)) / 2 := by
  have hd : Antitone (fun n => a (n + 1) - a (n + 2)) :=
    antitone_nat_of_succ_le (fun n => hconv n)
  have h1 : Tendsto (fun n => a (n + 1)) atTop (𝓝 0) := ha.comp (tendsto_add_atTop_nat 1)
  have h2 : Tendsto (fun n => a (n + 2)) atTop (𝓝 0) := ha.comp (tendsto_add_atTop_nat 2)
  have hd0 := h1.sub h2
  rw [sub_zero] at hd0
  -- differences decreasing to zero are nonnegative, so the magnitudes decrease
  have hanti : Antitone (fun n => a (n + 1)) := by
    refine antitone_nat_of_succ_le (fun n => ?_)
    have h : 0 ≤ a (n + 1) - a (n + 2) :=
      le_of_tendsto hd0 (eventually_atTop.2 ⟨n, fun m hm => hd hm⟩)
    show a (n + 2) ≤ a (n + 1)
    linarith
  obtain ⟨S, hS⟩ := hanti.tendsto_alternating_series_of_tendsto_zero h1
  have hS' : Tendsto (partialSum a) atTop (𝓝 S) := hS
  refine ⟨S, hS', fun N => ?_⟩
  have h := evjen_half_charge a S N (fun n _ => hconv n) hS'
  rwa [sub_sub] at h

/-- For Coulomb shells `1 / n` the partial sums have a limit `S`, and the Evjen sum `E_N`
differs from it by at most `1 / (2 (N + 1) (N + 2))`. -/
theorem evjen_coulomb :
    ∃ S, Tendsto (partialSum coulomb) atTop (𝓝 S) ∧
      ∀ N : ℕ, |S - evjenSum coulomb N| ≤ 1 / (2 * ((N : ℝ) + 1) * ((N : ℝ) + 2)) := by
  have h0 : Tendsto (fun n : ℕ => 1 / (n : ℝ)) atTop (𝓝 0) :=
    tendsto_const_nhds.div_atTop tendsto_natCast_atTop_atTop
  have hconv : ∀ n, coulomb (n + 2) - coulomb (n + 3) ≤ coulomb (n + 1) - coulomb (n + 2) := by
    intro n
    have hn : (0 : ℝ) ≤ n := Nat.cast_nonneg n
    have e1 : 1 / ((n : ℝ) + 1) - 1 / (n + 2) = 1 / ((n + 1) * (n + 2)) := by
      field_simp; ring
    have e2 : 1 / ((n : ℝ) + 2) - 1 / (n + 3) = 1 / ((n + 2) * (n + 3)) := by
      field_simp; ring
    unfold coulomb
    push_cast
    rw [e1, e2]
    exact one_div_le_one_div_of_le (by positivity) (by nlinarith)
  obtain ⟨S, hS, hb⟩ := exists_limit_evjen coulomb hconv h0
  refine ⟨S, hS, fun N => (hb N).trans (le_of_eq ?_)⟩
  unfold coulomb
  push_cast
  field_simp
  ring

/-- For every `N` the ramp magnitudes have decreasing differences, tend to zero, have partial
sums tending to `S_(N+1)`, and both the half-charge error and its bound equal `1 / 2`. -/
theorem evjen_sharp (N : ℕ) :
    (∀ n, ramp N (n + 2) - ramp N (n + 3) ≤ ramp N (n + 1) - ramp N (n + 2)) ∧
    Tendsto (ramp N) atTop (𝓝 0) ∧
    Tendsto (partialSum (ramp N)) atTop (𝓝 (partialSum (ramp N) (N + 1))) ∧
    |partialSum (ramp N) (N + 1) - evjenSum (ramp N) N| = 1 / 2 ∧
    (ramp N (N + 1) - ramp N (N + 2)) / 2 = 1 / 2 := by
  have hz : ∀ n, N + 2 ≤ n → ramp N n = 0 := by
    intro n hn
    have h : (N : ℝ) + 2 ≤ n := by exact_mod_cast hn
    exact max_eq_right (by linarith)
  have h1 : ramp N (N + 1) = 1 := by
    unfold ramp
    push_cast
    rw [max_eq_left] <;> linarith
  have step : ∀ m, partialSum (ramp N) (m + 1)
      = partialSum (ramp N) m + (-1) ^ m * ramp N (m + 1) :=
    fun m => Finset.sum_range_succ _ _
  refine ⟨fun n => ?_, tendsto_atTop_of_eventually_const (i₀ := N + 2) hz,
    tendsto_atTop_of_eventually_const (i₀ := N + 1) (fun m hm => ?_), ?_, ?_⟩
  · unfold ramp
    push_cast
    simp only [max_def]
    split_ifs <;> linarith
  · induction m, hm using Nat.le_induction with
    | base => rfl
    | succ m hm ih => rw [step m, hz (m + 1) (by omega), ih]; ring
  · have h : partialSum (ramp N) (N + 1) - evjenSum (ramp N) N = (-1) ^ N / 2 := by
      rw [step N, evjenSum, h1]; ring
    rw [h, abs_div, abs_pow]
    norm_num
  · rw [h1, hz (N + 2) le_rfl]
    norm_num

end

end EvjenHalfCharge
```

```lean
#print axioms EvjenHalfCharge.evjen_half_charge
#print axioms EvjenHalfCharge.evjen_coulomb
#print axioms EvjenHalfCharge.evjen_sharp
```

```
'EvjenHalfCharge.evjen_half_charge' depends on axioms: [propext, Classical.choice, Quot.sound]
'EvjenHalfCharge.evjen_coulomb' depends on axioms: [propext, Classical.choice, Quot.sound]
'EvjenHalfCharge.evjen_sharp' depends on axioms: [propext, Classical.choice, Quot.sound]
```

## Notes on the proof

`alternating_tail_nonneg` is the first half of step 1, for sequences `E` and `e` tied by `hstep`; no sign or limit is assumed for `e`. The claim `key` is $s(E_{N+2k} - E_N) \ge 0$, proved by induction on `k`. In the induction step `h1` and `h2` are the two increments, `hp` reduces their signs to $\pm s$, and `h3` is $e_{N+2k+1} \le e_{N+2k}$. The identity `h4`, which adds one pair to the running difference, is checked by `linear_combination` from $s$ times each increment and the relation `hs`, $s^2 = 1$. Then `hsub` says that $N + 2k \to \infty$, so the subsequence converges to $S$, and `ge_of_tendsto'` carries the inequality to the limit.

`alternating_tail_bounds` applies that lemma at `N` and at `N + 1`. The equation `h2` is the rearrangement $-s(S - E_{N+1}) = e_N - s(S - E_N)$ of step 1.

`evjen_eq_average` and `evjen_step` are the identities of steps 2 and 3, each obtained by splitting off the last term with `Finset.sum_range_succ` and closing with `ring`. `tendsto_evjen` adds the limit of $S_n$ to that of the shifted sequence $S_{n+1}$, halves the sum, and transfers the result to $E_n$ through `evjen_eq_average`.

`evjen_signed_error` is step 4: `alternating_tail_bounds` with $e_n = d_n/2$, where the only remaining goal is that halving preserves `hconv`. `evjen_half_charge` splits on `neg_one_pow_eq_or` into $s = 1$ and $s = -1$; in each case the two sides of the absolute value are linear consequences of `h0` and `h1`.

`exists_limit_evjen` follows step 5. The fact that $d$ decreases is `hd`, its limit $0$ is `hd0`, and `le_of_tendsto` gives $0 \le d_n$ from $d_m \le d_n$ for $m \ge n$. This yields `hanti`, that $a_{n+1}$ decreases, and Mathlib's alternating series test `tendsto_alternating_series_of_tendsto_zero` returns $S$ for exactly the sums in `partialSum`. The bound at each $N$ is then `evjen_half_charge`.

In `evjen_coulomb`, `e1` and `e2` put $d_n$ and $d_{n+1}$ over common denominators, `one_div_le_one_div_of_le` compares them, and the last lines evaluate $d_N/2$. In `evjen_sharp`, `hz` and `h1` record $a_n = 0$ for $n \ge N+2$ and $a_{N+1} = 1$. Convexity of the ramp is checked by cases on which argument of each maximum is the larger. Both limits are those of eventually constant sequences, the constancy of the partial sums coming from an induction that starts at $N+1$, and the error is evaluated as $|(-1)^N/2| = 1/2$.
